# Spin-field density of the half-filled Hubbard atom: one peak for βU ≤ 2, two for βU > 2

A Markov-chain Monte Carlo run that changes a continuous auxiliary field in small steps can be slow to cross between two well-separated peaks of the field's density, so it helps to know whether there are two. For a single half-filled Hubbard site without hopping, with one field coupled to the spin for the whole inverse temperature β, the product βU decides the number of peaks, and their positions solve a single equation.

At half filling (one electron on average), with the chemical potential included, the atom has the Hamiltonian

H = U(n↑ − 1/2)(n↓ − 1/2) = U/4 − (U/2)(n↑ − n↓)²,

where U > 0 is the repulsion and n↑, n↓ ∈ {0, 1} are the occupations. Set a = √(βU) > 0. The Gaussian identity

exp(a²s²/2) = ∫ exp(−x²/2 + a x s) dx / √(2π), with s = n↑ − n↓,

introduces the field x. Tracing over the occupations leaves, up to a constant factor, the density f(x) studied below. The code starts from f; the Gaussian identity is its physical origin.

In Lean 4 with Mathlib:

```lean
import Mathlib

open Set

namespace HubbardAtomSpinField

noncomputable section
```

In `spinFieldDensity a x`, the indices `p` and `q` are n↑ and n↓. The missing normalisation does not move the peaks.

```lean
/-- Unnormalised density of the auxiliary spin field `x` of the half-filled Hubbard atom: a Gaussian
times the sum over the occupations `p` (spin up) and `q` (spin down) of `exp (a x (p - q))`. -/
def spinFieldDensity (a x : ℝ) : ℝ :=
  Real.exp (-x ^ 2 / 2) *
    ∑ p : Fin 2, ∑ q : Fin 2, Real.exp (a * x * (((p : ℕ) : ℝ) - ((q : ℕ) : ℝ)))
```

## (a) The four occupation states

Carry out the sum over occupations.

The empty and doubly occupied states each contribute 1; the singly occupied states contribute exp(ax) and exp(−ax). Hence

f(x) = exp(−x²/2)(2 + 2cosh(ax)).

The proof expands both sums with `Fin.sum_univ_two`.

```lean
/-- Summing over the four occupation states gives the weight `2 + 2 cosh (a x)`. -/
theorem spinFieldDensity_eq (a x : ℝ) :
    spinFieldDensity a x = Real.exp (-x ^ 2 / 2) * (2 + 2 * Real.cosh (a * x)) := by
  unfold spinFieldDensity
  congr 1
  simp only [Fin.sum_univ_two, Real.cosh_eq]
  norm_num
  ring
```

## (b) The slope

Differentiate f and factor the result.

The product rule gives

f′(x) = exp(−x²/2)[−x(2 + 2cosh(ax)) + 2a sinh(ax)].

Insert 2 + 2cosh(ax) = 4cosh²(ax/2) and sinh(ax) = 2sinh(ax/2)cosh(ax/2):

f′(x) = 4exp(−x²/2)cosh²(ax/2)[a tanh(ax/2) − x].

`HasDerivAt` states both that f is differentiable and what its slope is.

```lean
/-- The field density is differentiable at `x`, with slope `4 exp (-x² / 2) cosh² (a x / 2)` times
`a tanh (a x / 2) - x`. -/
theorem hasDerivAt_spinFieldDensity (a x : ℝ) :
    HasDerivAt (spinFieldDensity a)
      (4 * Real.exp (-x ^ 2 / 2) * Real.cosh (a * x / 2) ^ 2 *
        (a * Real.tanh (a * x / 2) - x)) x := by
  rw [show spinFieldDensity a = fun y => Real.exp (-y ^ 2 / 2) * (2 + 2 * Real.cosh (a * y))
    from funext (spinFieldDensity_eq a)]
  have h1 : HasDerivAt (fun y : ℝ => -y ^ 2 / 2) (-x) x :=
    (((hasDerivAt_pow 2 x).fun_neg).div_const 2).congr_deriv (by norm_num; ring)
  have h2 : HasDerivAt (fun y : ℝ => a * y) a x := by
    simpa using (hasDerivAt_id' x).const_mul a
  have h3 : HasDerivAt (fun y => Real.exp (-y ^ 2 / 2) * (2 + 2 * Real.cosh (a * y)))
      (Real.exp (-x ^ 2 / 2) * (-x) * (2 + 2 * Real.cosh (a * x)) +
        Real.exp (-x ^ 2 / 2) * (2 * (Real.sinh (a * x) * a))) x :=
    h1.exp.fun_mul ((h2.cosh.const_mul 2).const_add 2)
  refine h3.congr_deriv ?_
  -- half-angle formulas turn the slope into the self-consistency form
  have e : 2 * (a * x / 2) = a * x := by ring
  have hs := Real.sinh_two_mul (a * x / 2)
  have hc := Real.cosh_two_mul (a * x / 2)
  have hq := Real.cosh_sq (a * x / 2)
  rw [e] at hs hc
  have hc' : Real.cosh (a * x) = 2 * Real.cosh (a * x / 2) ^ 2 - 1 := by linarith
  have ht : Real.tanh (a * x / 2) * Real.cosh (a * x / 2) = Real.sinh (a * x / 2) := by
    rw [Real.tanh_eq_sinh_div_cosh, div_mul_cancel₀ _ (Real.cosh_pos _).ne']
  rw [hs, hc', ← ht]
  ring
```

## (c) The sign of the prefactor

Show that the factor before the bracket is positive.

The exponential is positive, and so is the square of cosh.

```lean
lemma slope_factor_pos (a x : ℝ) :
    0 < 4 * Real.exp (-x ^ 2 / 2) * Real.cosh (a * x / 2) ^ 2 :=
  mul_pos (mul_pos (by norm_num) (Real.exp_pos _)) (pow_pos (Real.cosh_pos _) 2)
```

## (d) The self-consistency equation

Characterise the critical points.

By (b) and (c), f′(x) = 0 exactly when the bracket vanishes:

x = a tanh(ax/2).

```lean
/-- The critical points of the field density are the solutions of `x = a tanh (a x / 2)`. -/
theorem critical_iff (a x : ℝ) :
    deriv (spinFieldDensity a) x = 0 ↔ x = a * Real.tanh (a * x / 2) := by
  rw [(hasDerivAt_spinFieldDensity a x).deriv, mul_eq_zero,
    or_iff_right (slope_factor_pos a x).ne', sub_eq_zero, eq_comm]
```

## (e) Continuity

Show that f is continuous.

It is differentiable everywhere by (b).

```lean
lemma continuous_density (a : ℝ) : Continuous (spinFieldDensity a) :=
  continuous_iff_continuousAt.2 fun x => (hasDerivAt_spinFieldDensity a x).continuousAt
```

## (f) Evenness of the density

Show that f(|x|) = f(x).

Both x² and cosh(ax) are unchanged under x → −x.

```lean
lemma density_abs (a x : ℝ) : spinFieldDensity a |x| = spinFieldDensity a x := by
  rcases abs_choice x with h | h
  · rw [h]
  · rw [h, spinFieldDensity_eq, spinFieldDensity_eq, mul_neg, Real.cosh_neg, neg_sq]
```

## (g) Symmetry of the solutions

Show that if x solves the equation in (d), so does |x|.

For negative x, change the sign of both sides and use that tanh is odd.

```lean
lemma solution_abs {a x : ℝ} (h : x = a * Real.tanh (a * x / 2)) :
    |x| = a * Real.tanh (a * |x| / 2) := by
  rcases abs_choice x with h' | h'
  · rw [h']; exact h
  · rw [h', show a * (-x) / 2 = -(a * x / 2) by ring, Real.tanh_neg]
    linarith
```

## (h) A bound on sinh

Show that sinh t < t cosh t for t > 0.

Let g(t) = t cosh t − sinh t. Then g(0) = 0 and g′(t) = t sinh t > 0. Dividing the resulting inequality by cosh t gives tanh t < t. `strictMonoOn_of_deriv_pos` turns the sign of g′ into strict growth.

```lean
lemma sinh_lt_mul_cosh {t : ℝ} (ht : 0 < t) : Real.sinh t < t * Real.cosh t := by
  have hm : StrictMonoOn (fun y : ℝ => y * Real.cosh y - Real.sinh y) (Ici 0) := by
    apply strictMonoOn_of_deriv_pos (convex_Ici 0)
    · exact ((continuous_id.mul Real.continuous_cosh).sub Real.continuous_sinh).continuousOn
    · intro y hy
      rw [interior_Ici] at hy
      have hd : HasDerivAt (fun y : ℝ => y * Real.cosh y - Real.sinh y)
          (1 * Real.cosh y + y * Real.sinh y - Real.cosh y) y :=
        ((hasDerivAt_id' y).fun_mul (Real.hasDerivAt_cosh y)).fun_sub (Real.hasDerivAt_sinh y)
      rw [hd.deriv]
      have := mul_pos (mem_Ioi.1 hy) (Real.sinh_pos_iff.2 (mem_Ioi.1 hy))
      linarith
  have := hm (mem_Ici.2 le_rfl) (mem_Ici.2 ht.le) ht
  simp only [Real.sinh_zero, zero_mul, sub_zero] at this
  linarith
```

## (i) The decreasing ratio tanh t / t

For 0 < s < t, show that s tanh t < t tanh s.

Multiply by 2 cosh s cosh t and apply the addition formulas. The claim becomes

(t + s)sinh(t − s) < (t − s)sinh(t + s).

Put v = t − s and k(u) = v sinh u − u sinh v. Then k(v) = 0, and for u > v

k′(u) = v cosh u − sinh v > v cosh v − sinh v > 0,

by (h). Taking u = t + s gives the claim.

```lean
/-- The ratio `tanh t / t` decreases strictly for positive `t`, written without division. -/
theorem tanh_ratio {s t : ℝ} (hs : 0 < s) (hst : s < t) :
    s * Real.tanh t < t * Real.tanh s := by
  have hv : 0 < t - s := sub_pos.2 hst
  -- with v = t - s, the function v sinh u - u sinh v grows for u > v
  have hm : StrictMonoOn (fun u : ℝ => (t - s) * Real.sinh u - u * Real.sinh (t - s))
      (Ici (t - s)) := by
    apply strictMonoOn_of_deriv_pos (convex_Ici _)
    · exact ((continuous_const.mul Real.continuous_sinh).sub
        (continuous_id.mul continuous_const)).continuousOn
    · intro u hu
      rw [interior_Ici] at hu
      have hu' : t - s < u := hu
      have hd : HasDerivAt (fun u : ℝ => (t - s) * Real.sinh u - u * Real.sinh (t - s))
          ((t - s) * Real.cosh u - 1 * Real.sinh (t - s)) u :=
        ((Real.hasDerivAt_sinh u).const_mul _).fun_sub ((hasDerivAt_id' u).mul_const _)
      rw [hd.deriv]
      have h1 : Real.cosh (t - s) < Real.cosh u := by
        rw [Real.cosh_lt_cosh, abs_of_pos hv, abs_of_pos (hv.trans hu')]
        exact hu'
      have h2 := mul_lt_mul_of_pos_left h1 hv
      have h3 := sinh_lt_mul_cosh hv
      linarith
  have h : (t - s) * Real.sinh (t - s) - (t - s) * Real.sinh (t - s) <
      (t - s) * Real.sinh (t + s) - (t + s) * Real.sinh (t - s) :=
    hm (mem_Ici.2 le_rfl) (mem_Ici.2 (by linarith)) (by linarith)
  rw [Real.sinh_add, Real.sinh_sub] at h
  rw [Real.tanh_eq_sinh_div_cosh, Real.tanh_eq_sinh_div_cosh, ← mul_div_assoc,
    ← mul_div_assoc, div_lt_div_iff₀ (Real.cosh_pos t) (Real.cosh_pos s)]
  linarith
```

## (j) A positive solution when a² > 2

Find m > 0 with m = a tanh(am/2), and determine the sign of the bracket on either side.

Let y = log(a²/2) > 0 and x₀ = 2y/a. Since sinh y > y > 0,

cosh y = exp(y) − sinh y < a²/2,

so

a tanh(ax₀/2) = a sinh y / cosh y > 2y/a = x₀.

The bracket is positive at x₀. At x = a it is negative, because tanh < 1. Also x₀ < a tanh y < a, so the intermediate value theorem (`intermediate_value_Icc'`) supplies m between x₀ and a.

For 0 < x < m, apply (i) to ax/2 and am/2, and use a tanh(am/2) = m:

xm/2 < (m/2)a tanh(ax/2), hence x < a tanh(ax/2).

For x > m the roles swap and the inequality reverses.

```lean
lemma exists_solution {a : ℝ} (ha : 0 < a) (h2 : 2 < a ^ 2) :
    ∃ m, 0 < m ∧ a * Real.tanh (a * m / 2) = m ∧
      (∀ x, 0 < x → x < m → x < a * Real.tanh (a * x / 2)) ∧
      ∀ x, m < x → a * Real.tanh (a * x / 2) < x := by
  have hct : Continuous Real.tanh := by
    rw [show Real.tanh = fun y => Real.sinh y / Real.cosh y
      from funext Real.tanh_eq_sinh_div_cosh]
    exact Real.continuous_sinh.div Real.continuous_cosh fun y => (Real.cosh_pos y).ne'
  have hlt (y : ℝ) : a * Real.tanh y < a := by
    have : Real.tanh y < 1 := by
      rw [Real.tanh_eq_sinh_div_cosh, div_lt_one (Real.cosh_pos y)]
      exact Real.sinh_lt_cosh y
    nlinarith
  -- at x = 2 y / a with y = log (a² / 2) the density still increases
  obtain ⟨y, hy, hye⟩ : ∃ y : ℝ, 0 < y ∧ Real.exp y = a ^ 2 / 2 :=
    ⟨Real.log (a ^ 2 / 2), Real.log_pos (by linarith), Real.exp_log (by linarith)⟩
  have hsy : y < Real.sinh y := Real.self_lt_sinh_iff.2 hy
  have hcy : Real.cosh y < a ^ 2 / 2 := by
    have := Real.cosh_add_sinh y
    linarith
  have hx0 : 0 < 2 * y / a := by positivity
  have hxy : a * (2 * y / a) / 2 = y := by field_simp
  have hstart : 2 * y / a < a * Real.tanh y := by
    rw [Real.tanh_eq_sinh_div_cosh, ← mul_div_assoc, div_lt_div_iff₀ ha (Real.cosh_pos y)]
    have h3 := mul_lt_mul_of_pos_left hcy hy
    have h4 := mul_lt_mul_of_pos_left hsy (pow_pos ha 2)
    linarith
  have hcont : Continuous fun x : ℝ => a * Real.tanh (a * x / 2) - x :=
    (continuous_const.mul (hct.comp ((continuous_const.mul continuous_id).div_const 2))).sub
      continuous_id
  obtain ⟨m, hmI, hm⟩ := intermediate_value_Icc' (hstart.trans (hlt y)).le hcont.continuousOn
    (show (0 : ℝ) ∈ Icc (a * Real.tanh (a * a / 2) - a)
      (a * Real.tanh (a * (2 * y / a) / 2) - 2 * y / a) from
      ⟨by linarith [hlt (a * a / 2)], by rw [hxy]; linarith⟩)
  have hm0 : 0 < m := hx0.trans_le hmI.1
  have hm' : a * Real.tanh (a * m / 2) = m := sub_eq_zero.1 hm
  refine ⟨m, hm0, hm', fun x hx hxm => ?_, fun x hxm => ?_⟩
  · have h := tanh_ratio (s := a * x / 2) (t := a * m / 2) (by positivity) (by gcongr)
    have e : a * x / 2 * Real.tanh (a * m / 2) = x * m / 2 := by
      linear_combination (x / 2) * hm'
    exact lt_of_mul_lt_mul_left (by linarith : m * x < m * (a * Real.tanh (a * x / 2))) hm0.le
  · have h := tanh_ratio (s := a * m / 2) (t := a * x / 2) (by positivity) (by gcongr)
    have e : a * x / 2 * Real.tanh (a * m / 2) = x * m / 2 := by
      linear_combination (x / 2) * hm'
    exact lt_of_mul_lt_mul_left (by linarith : m * (a * Real.tanh (a * x / 2)) < m * x) hm0.le
```

## (k) One peak for βU ≤ 2

Show that x = 0 is the only critical point and the strict global maximum.

For x > 0, (h) gives

a tanh(ax/2) < a²x/2 = βUx/2 ≤ x.

Thus f falls strictly on [0, ∞), and evenness covers negative x. By (g), a nonzero solution would yield a positive one, which this inequality forbids. The hypothesis `haU` is a² = βU; β and U enter only through their product. The borderline βU = 2 is included.

```lean
/-- For `βU ≤ 2` the field density has `x = 0` as its only critical point and strict global
maximum. -/
theorem single_peak {a β U : ℝ} (ha : 0 < a) (haU : a ^ 2 = β * U) (hU : β * U ≤ 2) :
    (∀ x, deriv (spinFieldDensity a) x = 0 ↔ x = 0) ∧
      ∀ x, x ≠ 0 → spinFieldDensity a x < spinFieldDensity a 0 := by
  have key (x : ℝ) (hx : 0 < x) : a * Real.tanh (a * x / 2) < x := by
    have hp : 0 < a * x / 2 := by positivity
    have ht : Real.tanh (a * x / 2) < a * x / 2 := by
      rw [Real.tanh_eq_sinh_div_cosh, div_lt_iff₀ (Real.cosh_pos _)]
      exact sinh_lt_mul_cosh hp
    have h1 := mul_lt_mul_of_pos_left ht ha
    have h2 := mul_le_mul_of_nonneg_right (haU.trans_le hU) hx.le
    linarith
  constructor
  · intro x
    rw [critical_iff]
    constructor
    · intro h
      by_contra hx
      have h1 := key |x| (abs_pos.2 hx)
      have h2 := solution_abs h
      linarith
    · rintro rfl
      simp
  · intro x hx
    have hanti : StrictAntiOn (spinFieldDensity a) (Ici 0) := by
      apply strictAntiOn_of_deriv_neg (convex_Ici 0) (continuous_density a).continuousOn
      intro y hy
      rw [interior_Ici] at hy
      rw [(hasDerivAt_spinFieldDensity a y).deriv]
      exact mul_neg_of_pos_of_neg (slope_factor_pos a y) (sub_neg.2 (key y hy))
    rw [← density_abs a x]
    exact hanti (mem_Ici.2 le_rfl) (mem_Ici.2 (abs_nonneg x)) (abs_pos.2 hx)
```

## (l) Two peaks for βU > 2

Find all critical points and classify them.

With m from (j), f rises strictly on [0, m] and falls strictly on [m, ∞). By evenness, the critical points are exactly 0, m and −m, and f(m) = f(−m) exceeds every other value. For 0 < |x| < m we have f(0) < f(x), so 0 is a strict local minimum.

In the code, `hmono` and `hanti` are the two monotonic stretches. `IsLocalMax` requires a zero slope, leaving three candidates; 0 is excluded by a point within any given distance ε where f is larger.

```lean
/-- For `βU > 2` there is `m > 0` with `m = a tanh (a m / 2)` such that the critical points are
`0, m, -m`, the local maxima are exactly `m` and `-m`, both are global maxima, and `0` is a strict
local minimum. -/
theorem double_peak {a β U : ℝ} (ha : 0 < a) (haU : a ^ 2 = β * U) (hU : 2 < β * U) :
    ∃ m, 0 < m ∧ m = a * Real.tanh (a * m / 2) ∧
      (∀ x, deriv (spinFieldDensity a) x = 0 ↔ x = 0 ∨ x = m ∨ x = -m) ∧
      (∀ x, IsLocalMax (spinFieldDensity a) x ↔ x = m ∨ x = -m) ∧
      spinFieldDensity a (-m) = spinFieldDensity a m ∧
      (∀ x, x ≠ m → x ≠ -m → spinFieldDensity a x < spinFieldDensity a m) ∧
      ∀ x, x ≠ 0 → |x| < m → spinFieldDensity a 0 < spinFieldDensity a x := by
  obtain ⟨m, hm0, hm, hlow, hhigh⟩ := exists_solution ha (hU.trans_eq haU.symm)
  -- the density rises on [0, m] and falls beyond m
  have hmono : StrictMonoOn (spinFieldDensity a) (Icc 0 m) := by
    apply strictMonoOn_of_deriv_pos (convex_Icc 0 m) (continuous_density a).continuousOn
    intro y hy
    rw [interior_Icc] at hy
    rw [(hasDerivAt_spinFieldDensity a y).deriv]
    exact mul_pos (slope_factor_pos a y) (sub_pos.2 (hlow y hy.1 hy.2))
  have hanti : StrictAntiOn (spinFieldDensity a) (Ici m) := by
    apply strictAntiOn_of_deriv_neg (convex_Ici m) (continuous_density a).continuousOn
    intro y hy
    rw [interior_Ici] at hy
    rw [(hasDerivAt_spinFieldDensity a y).deriv]
    exact mul_neg_of_pos_of_neg (slope_factor_pos a y) (sub_neg.2 (hhigh y hy))
  have heven : spinFieldDensity a (-m) = spinFieldDensity a m := by
    rw [← density_abs a (-m), abs_neg, abs_of_pos hm0]
  have hcrit (x : ℝ) : deriv (spinFieldDensity a) x = 0 ↔ x = 0 ∨ x = m ∨ x = -m := by
    rw [critical_iff]
    constructor
    · intro h
      by_cases hx : x = 0
      · exact Or.inl hx
      · have hs := solution_abs h
        rcases lt_trichotomy |x| m with h1 | h1 | h1
        · linarith [hlow |x| (abs_pos.2 hx) h1]
        · exact Or.inr (eq_or_eq_neg_of_abs_eq h1)
        · linarith [hhigh |x| h1]
    · rintro (h | h | h)
      · rw [h]; simp
      · rw [h]; exact hm.symm
      · rw [h, show a * (-m) / 2 = -(a * m / 2) by ring, Real.tanh_neg]
        linarith
  have hmax (x : ℝ) (h1 : x ≠ m) (h2 : x ≠ -m) :
      spinFieldDensity a x < spinFieldDensity a m := by
    rw [← density_abs a x]
    rcases lt_trichotomy |x| m with h | h | h
    · exact hmono ⟨abs_nonneg x, h.le⟩ ⟨hm0.le, le_rfl⟩ h
    · exact ((eq_or_eq_neg_of_abs_eq h).elim h1 h2).elim
    · exact hanti (mem_Ici.2 le_rfl) (mem_Ici.2 h.le) h
  have hmin (x : ℝ) (hx : x ≠ 0) (h : |x| < m) :
      spinFieldDensity a 0 < spinFieldDensity a x := by
    rw [← density_abs a x]
    exact hmono ⟨le_rfl, hm0.le⟩ ⟨abs_nonneg x, h.le⟩ (abs_pos.2 hx)
  have hglob (x : ℝ) : spinFieldDensity a x ≤ spinFieldDensity a m := by
    by_cases h1 : x = m
    · rw [h1]
    · by_cases h2 : x = -m
      · rw [h2, heven]
      · exact (hmax x h1 h2).le
  refine ⟨m, hm0, hm.symm, hcrit, fun x => ⟨fun h => ?_, fun h => ?_⟩, heven, hmax, hmin⟩
  · rcases (hcrit x).1 h.deriv_eq_zero with h0 | h0
    · -- points arbitrarily close to 0 have a larger density
      rw [h0] at h
      obtain ⟨ε, hε, hb⟩ := Metric.eventually_nhds_iff.1 h
      have hz : 0 < min (ε / 2) (m / 2) := lt_min (by linarith) (by linarith)
      have h1 := min_le_left (ε / 2) (m / 2)
      have h2 := min_le_right (ε / 2) (m / 2)
      have h3 := hb (y := min (ε / 2) (m / 2))
        (by rw [Real.dist_eq, sub_zero, abs_of_pos hz]; linarith)
      have h4 := hmin _ hz.ne' (by rw [abs_of_pos hz]; linarith)
      exact (not_lt_of_ge h3 h4).elim
    · exact h0
  · have hval : spinFieldDensity a x = spinFieldDensity a m := by
      rcases h with h | h
      · rw [h]
      · rw [h, heven]
    exact Filter.Eventually.of_forall fun y => (hglob y).trans_eq hval.symm
```

## (m) The threshold at zero field

Show that x = 0 is a local maximum exactly when βU ≤ 2.

If βU ≤ 2, (k) makes it a global maximum. If βU > 2, (l) lists only m and −m as local maxima, and neither is zero.

```lean
/-- The field value `x = 0` is a local maximum of the density exactly when `βU ≤ 2`. -/
theorem zero_isLocalMax_iff {a β U : ℝ} (ha : 0 < a) (haU : a ^ 2 = β * U) :
    IsLocalMax (spinFieldDensity a) 0 ↔ β * U ≤ 2 := by
  constructor
  · intro h
    by_contra hU
    obtain ⟨m, hm0, -, -, hloc, -⟩ := double_peak ha haU (not_le.1 hU)
    rcases (hloc 0).1 h with h | h <;> linarith
  · intro hU
    refine Filter.Eventually.of_forall fun y => ?_
    by_cases hy : y = 0
    · rw [hy]
    · exact ((single_peak ha haU hU).2 y hy).le

end

end HubbardAtomSpinField
```

```lean
#print axioms HubbardAtomSpinField.hasDerivAt_spinFieldDensity
#print axioms HubbardAtomSpinField.zero_isLocalMax_iff
```

```
'HubbardAtomSpinField.hasDerivAt_spinFieldDensity' depends on axioms: [propext, Classical.choice, Quot.sound]
'HubbardAtomSpinField.zero_isLocalMax_iff' depends on axioms: [propext, Classical.choice, Quot.sound]
```
